# A level shift preserves invariance of the occupied space and bounds the occupied–virtual gap below by $b-2\|F\|$

In a self-consistent-field calculation with level shifting, the Fock matrix $F$ is replaced before diagonalisation by

$$F_b = F + b(1-P),$$

where $P$ projects onto the current occupied orbitals and $b$ is a real shift. A positive $b$ raises the expectation values on virtual orbitals, and no choice of $b$ changes whether the occupied space is stationary. The statements below concern one such step, with $F$ and $P$ given; how $F$ responds to a new $P$, and whether the iteration converges, are separate questions.

## Operators and orbital spaces

The orbitals live in a complex inner product space $E$ of any dimension. Matrices in an overlapping atomic-orbital basis take this form after the basis is orthogonalised.

In Lean 4 with Mathlib:

```lean
import Mathlib

open scoped InnerProductSpace

namespace LevelShifting

noncomputable section

variable {E : Type*} [NormedAddCommGroup E] [InnerProductSpace ℂ E]
```

Operators are bounded. $A$ is Hermitian when $\langle Ax,y\rangle=\langle x,Ay\rangle$ for all $x,y$.

```lean
/-- A bounded operator is Hermitian if it can be moved across the inner product. -/
def IsHermitianOp (A : E →L[ℂ] E) : Prop :=
  ∀ x y, inner ℂ (A x) y = inner ℂ x (A y)
```

An orthogonal projector satisfies $P^2=P$ and is Hermitian. Its range is the occupied space, its kernel the virtual space.

```lean
/-- An orthogonal projector: idempotent and Hermitian. -/
structure IsOrthProjector (P : E →L[ℂ] E) : Prop where
  idem : ∀ x, P (P x) = P x
  herm : IsHermitianOp P
```

The shifted operator is $F_b$ as above, with $b$ of either sign.

```lean
/-- The level-shifted operator `F + b (1 - P)`. -/
def levelShift (F P : E →L[ℂ] E) (b : ℝ) : E →L[ℂ] E :=
  F + (b : ℂ) • (1 - P)
```

The occupied space is invariant under $A$ when $Ax$ is occupied for every occupied $x$. For a Fock operator this says that the occupied–virtual block vanishes, the stationarity condition.

```lean
/-- The range of `P` is invariant under `A`. -/
def OccInvariant (P A : E →L[ℂ] E) : Prop :=
  ∀ x ∈ Set.range P, A x ∈ Set.range P
```

Orbital energies enter as $\mathrm{Re}\,\langle x,Ax\rangle$, an expectation value when $x$ is a unit vector.

```lean
/-- The real part of `⟨x, A x⟩`. -/
def expect (A : E →L[ℂ] E) (x : E) : ℝ := (inner ℂ x (A x)).re
```

Two model operators will be needed: $G=2P-1$, which puts occupied levels at $+1$ and virtual ones at $-1$,

```lean
/-- The model operator `2P - 1`. -/
def invertedFock (P : E →L[ℂ] E) : E →L[ℂ] E := (2 : ℂ) • P - 1
```

and $z\mapsto\langle u,z\rangle u$, which is the projector onto $u$ when $\|u\|=1$.

```lean
/-- The operator `z ↦ ⟨u, z⟩ u` built from a single orbital `u`. -/
def orbitalProjector (u : E) : E →L[ℂ] E := (innerSL ℂ u).smulRight u
```

## The shift acts only on virtual components

Expanding the definition gives $F_bz=Fz+b(z-Pz)$.

```lean
/-- The level-shifted operator sends `x` to `F x + b (x - P x)`. -/
theorem levelShift_apply (F P : E →L[ℂ] E) (b : ℝ) (x : E) :
    levelShift F P b x = F x + (b : ℂ) • (x - P x) := rfl
```

If $x=Pz$, then $Px=P^2z=x$; conversely, $Px=x$ puts $x$ in the range.

```lean
/-- A vector lies in the range of an orthogonal projector iff the projector fixes it. -/
theorem mem_occupied_iff {P : E →L[ℂ] E} (hP : IsOrthProjector P) (x : E) :
    x ∈ Set.range P ↔ P x = x := by
  constructor
  · rintro ⟨z, rfl⟩
    exact hP.idem z
  · intro h
    exact ⟨x, h⟩
```

For Hermitian $A$, $\overline{\langle x,Ax\rangle}=\langle Ax,x\rangle=\langle x,Ax\rangle$, so taking the real part loses nothing.

```lean
/-- For a Hermitian operator `⟨x, A x⟩` is real, so it equals its real part. -/
theorem expect_eq_inner {A : E →L[ℂ] E} (hA : IsHermitianOp A) (x : E) :
    (expect A x : ℂ) = inner ℂ x (A x) := by
  apply Complex.conj_eq_iff_re.mp
  rw [inner_conj_symm, hA]
```

For $Px=x$ we get $F_bx=Fx$. For $Py=0$ and $\|y\|=1$ we get $F_by=Fy+by$, hence $\langle y,F_by\rangle=\langle y,Fy\rangle+b$. The gap, meaning here the expectation value on a unit virtual vector minus that on a unit occupied one, changes by exactly $b$; `h1` and `h2` are these two evaluations.

```lean
/-- If `P x = x`, `P y = 0` and `‖y‖ = 1`, the level shift adds exactly `b` to the difference
`expect F y - expect F x`. -/
theorem levelShift_gap (F : E →L[ℂ] E) {P : E →L[ℂ] E} (b : ℝ) {x y : E}
    (hx : P x = x) (hy : P y = 0) (ny : ‖y‖ = 1) :
    expect (levelShift F P b) y - expect (levelShift F P b) x
      = expect F y - expect F x + b := by
  have h1 : expect (levelShift F P b) x = expect F x := by
    unfold expect
    rw [levelShift_apply, hx, sub_self, smul_zero, add_zero]
  have h2 : expect (levelShift F P b) y = expect F y + b := by
    unfold expect
    rw [levelShift_apply, hy, sub_zero, inner_add_right, inner_smul_right,
      inner_self_eq_norm_sq_to_K, ny]
    simp
  rw [h1, h2]
  ring
```

## Invariance and the gap bound

Since $F_b$ and $F$ agree on occupied vectors (`key`), one leaves the occupied space invariant exactly when the other does. For a unit vector $z$, Cauchy–Schwarz gives (`bd`)

$$|\mathrm{Re}\,\langle z,Fz\rangle|\le\|z\|\,\|Fz\|\le\|F\|.$$

The unshifted gap is therefore at least $-2\|F\|$, and the shifted one at least $b-2\|F\|$. With real parts, $F$ need not be Hermitian.

```lean
/-- Level shifting: the range of the orthogonal projector `P` is invariant under `F + b (1 - P)` iff
it is invariant under `F`, and the value of `expect` for the shifted operator at a unit virtual
vector minus that at a unit occupied vector is at least `b - 2‖F‖`. -/
theorem levelShift_main (F : E →L[ℂ] E) {P : E →L[ℂ] E} (hP : IsOrthProjector P) (b : ℝ) :
    (OccInvariant P (levelShift F P b) ↔ OccInvariant P F) ∧
    ∀ x y, x ∈ Set.range P → P y = 0 → ‖x‖ = 1 → ‖y‖ = 1 →
      b - 2 * ‖F‖ ≤ expect (levelShift F P b) y - expect (levelShift F P b) x := by
  constructor
  · -- on occupied vectors the two operators agree
    have key : ∀ x ∈ Set.range P, levelShift F P b x = F x := by
      intro x hx
      rw [levelShift_apply, (mem_occupied_iff hP x).1 hx, sub_self, smul_zero, add_zero]
    constructor
    · intro h x hx
      have h' := h x hx
      rwa [key x hx] at h'
    · intro h x hx
      rw [key x hx]
      exact h x hx
  · intro x y hx hy nx ny
    -- Cauchy-Schwarz bounds every expectation value by the norm
    have bd : ∀ z : E, ‖z‖ = 1 → |expect F z| ≤ ‖F‖ := by
      intro z hz
      calc |expect F z| ≤ ‖inner ℂ z (F z)‖ := Complex.abs_re_le_norm _
        _ ≤ ‖z‖ * ‖F z‖ := norm_inner_le_norm _ _
        _ ≤ ‖z‖ * (‖F‖ * ‖z‖) :=
          mul_le_mul_of_nonneg_left (F.le_opNorm z) (norm_nonneg _)
        _ = ‖F‖ := by rw [hz]; ring
    rw [levelShift_gap F b ((mem_occupied_iff hP x).1 hx) hy ny]
    linarith [(abs_le.1 (bd x nx)).2, (abs_le.1 (bd y ny)).1]
```

The constant is the best possible. $G$ is Hermitian and $G^2=4P^2-4P+1=1$, so $\|Gz\|^2=\langle z,G^2z\rangle=\|z\|^2$ and $\|G\|\le1$. Its expectation values are $1$ on a unit occupied $x$ and $-1$ on a unit virtual $y$, so the shifted gap is $b-2$. The general bound gives $b-2\ge b-2\|G\|$, while $\|G\|\le1$ gives the reverse.

```lean
/-- The gap bound `b - 2‖F‖` is sharp: for an orthogonal projector `P`, the operator `F = 2P - 1` is
Hermitian and attains it for every unit occupied `x` and unit virtual `y`. -/
theorem gap_bound_sharp {P : E →L[ℂ] E} (hP : IsOrthProjector P) (b : ℝ) {x y : E}
    (hx : P x = x) (hy : P y = 0) (nx : ‖x‖ = 1) (ny : ‖y‖ = 1) :
    IsHermitianOp (invertedFock P) ∧
    expect (levelShift (invertedFock P) P b) y - expect (levelShift (invertedFock P) P b) x
      = b - 2 * ‖invertedFock P‖ := by
  have happ : ∀ z, invertedFock P z = (2 : ℂ) • P z - z := fun _ => rfl
  have herm : IsHermitianOp (invertedFock P) := by
    intro z w
    have h2 : (starRingEnd ℂ) (2 : ℂ) = 2 := Complex.conj_eq_iff_im.2 (by norm_num)
    rw [happ, happ, inner_sub_left, inner_sub_right, inner_smul_left, inner_smul_right,
      hP.herm, h2]
  refine ⟨herm, ?_⟩
  -- a Hermitian involution preserves lengths
  have hn : ‖invertedFock P‖ ≤ 1 := by
    refine ContinuousLinearMap.opNorm_le_bound _ zero_le_one (fun z => ?_)
    have hinv : invertedFock P (invertedFock P z) = z := by
      rw [happ (invertedFock P z), happ z, map_sub, map_smul, hP.idem]
      module
    have h : inner ℂ (invertedFock P z) (invertedFock P z) = inner ℂ z z := by
      rw [herm, hinv]
    have h2 : ‖invertedFock P z‖ ^ 2 = ‖z‖ ^ 2 := by
      rw [← inner_self_eq_norm_sq (𝕜 := ℂ) (invertedFock P z),
        ← inner_self_eq_norm_sq (𝕜 := ℂ) z, h]
    nlinarith [norm_nonneg (invertedFock P z), norm_nonneg z]
  have ex : expect (invertedFock P) x = 1 := by
    have h : (2 : ℂ) • x - x = x := by module
    unfold expect
    rw [happ, hx, h, inner_self_eq_norm_sq_to_K, nx]
    simp
  have ey : expect (invertedFock P) y = -1 := by
    unfold expect
    rw [happ, hy, smul_zero, zero_sub, inner_neg_right, inner_self_eq_norm_sq_to_K, ny]
    simp
  have low := (levelShift_main (invertedFock P) hP b).2 x y ⟨x, hx⟩ hy nx ny
  rw [levelShift_gap _ b hx hy ny, ex, ey] at low ⊢
  linarith
```

## Level order under a large shift

Let $F$ be Hermitian with invariant occupied space, so that $PFP=FP$. Then

$$\langle PFz,w\rangle=\langle z,FPw\rangle=\langle z,PFPw\rangle=\langle PFPz,w\rangle=\langle FPz,w\rangle,$$

and $PF=FP$.

```lean
/-- If the range of an orthogonal projector `P` is invariant under a Hermitian `F`, then
`F` and `P` commute. -/
theorem commute_of_invariant {F P : E →L[ℂ] E} (hF : IsHermitianOp F)
    (hP : IsOrthProjector P) (h : OccInvariant P F) (z : E) : P (F z) = F (P z) := by
  have hb : ∀ w, P (F (P w)) = F (P w) := fun w =>
    (mem_occupied_iff hP _).1 (h _ ⟨w, rfl⟩)
  refine ext_inner_right ℂ (fun w => ?_)
  calc inner ℂ (P (F z)) w = inner ℂ z (F (P w)) := by rw [hP.herm, hF]
    _ = inner ℂ z (P (F (P w))) := by rw [hb]
    _ = inner ℂ (P (F (P z))) w := by rw [← hP.herm, ← hF, ← hP.herm]
    _ = inner ℂ (F (P z)) w := by rw [hb]
```

Now let $F_bv=ev$ with $v\ne0$. Applying $P$, then subtracting, gives

$$F(Pv)=e\,Pv,\qquad F(v-Pv)=(e-b)(v-Pv).$$

An eigenvalue of $F$ has modulus at most $\|F\|$. If both components were nonzero, then $b-\|F\|\le e\le\|F\|$, contradicting $b>2\|F\|$, the condition that the shift exceeds the largest spread $F$'s spectrum could have. So $v$ is purely occupied and low, or purely virtual and high, even if $F$ itself orders the levels the other way, as $G$ does.

```lean
/-- Let `F` be Hermitian, the range of the orthogonal projector `P` invariant under `F`, and
`b > 2‖F‖`. Then an eigenvector of the shifted operator is either occupied with eigenvalue
at most `‖F‖`, or virtual with eigenvalue at least `b - ‖F‖`. -/
theorem shifted_aufbau {F P : E →L[ℂ] E} (hF : IsHermitianOp F) (hP : IsOrthProjector P)
    (hinv : OccInvariant P F) {b e : ℝ} (hb : 2 * ‖F‖ < b) {v : E} (hv : v ≠ 0)
    (h : levelShift F P b v = (e : ℂ) • v) :
    (v ∈ Set.range P ∧ e ≤ ‖F‖) ∨ (P v = 0 ∧ b - ‖F‖ ≤ e) := by
  have comm := commute_of_invariant hF hP hinv
  have bound : ∀ (w : E) (c : ℝ), w ≠ 0 → F w = (c : ℂ) • w → |c| ≤ ‖F‖ := by
    intro w c hw hc
    have h1 := F.le_opNorm w
    rw [hc, norm_smul, Complex.norm_real, Real.norm_eq_abs] at h1
    exact le_of_mul_le_mul_right h1 (norm_pos_iff.2 hw)
  rw [levelShift_apply] at h
  -- both components of `v` are eigenvectors of `F`
  have hocc : F (P v) = (e : ℂ) • P v := by
    have h1 := congrArg P h
    simp only [map_add, map_smul, map_sub, hP.idem, sub_self, smul_zero, add_zero,
      comm] at h1
    exact h1
  have hvirt : F (v - P v) = ((e - b : ℝ) : ℂ) • (v - P v) := by
    rw [map_sub, hocc, eq_sub_of_add_eq h]
    push_cast
    module
  by_cases h0 : P v = 0
  · right
    have h1 := bound _ _ (by rwa [h0, sub_zero]) hvirt
    exact ⟨h0, by linarith [(abs_le.1 h1).1]⟩
  · left
    have h1 := (abs_le.1 (bound _ _ h0 hocc)).2
    refine ⟨?_, h1⟩
    by_cases h2 : v - P v = 0
    · exact ⟨v, (sub_eq_zero.1 h2).symm⟩
    · have h3 := (abs_le.1 (bound _ _ h2 hvirt)).1
      linarith
```

## Orbital mixing

The coupling is unchanged by the shift: $\langle y,F_bx\rangle=\langle y,Fx\rangle$, of modulus at most $\|F\|$. When $b>2\|F\|$ the shifted gap is positive, and dividing by it bounds the ratio that first-order perturbation theory uses to estimate the mixing of $y$ into $x$. Invariance is not needed here.

```lean
/-- For an orthogonal projector `P` and `b > 2‖F‖`, the modulus of the coupling between a unit
occupied and a unit virtual vector, divided by their shifted gap, is at most `‖F‖ / (b - 2‖F‖)`. -/
theorem rotation_bound (F : E →L[ℂ] E) {P : E →L[ℂ] E} (hP : IsOrthProjector P) {b : ℝ}
    (hb : 2 * ‖F‖ < b) {x y : E} (hx : P x = x) (hy : P y = 0)
    (nx : ‖x‖ = 1) (ny : ‖y‖ = 1) :
    ‖inner ℂ y (levelShift F P b x)‖ /
      (expect (levelShift F P b) y - expect (levelShift F P b) x)
      ≤ ‖F‖ / (b - 2 * ‖F‖) := by
  have hgap := (levelShift_main F hP b).2 x y ⟨x, hx⟩ hy nx ny
  have hnum : ‖inner ℂ y (levelShift F P b x)‖ ≤ ‖F‖ := by
    rw [levelShift_apply, hx, sub_self, smul_zero, add_zero]
    have h1 := norm_inner_le_norm (𝕜 := ℂ) y (F x)
    have h2 := F.le_opNorm x
    rw [ny, one_mul] at h1
    rw [nx, mul_one] at h2
    exact h1.trans h2
  exact div_le_div₀ (norm_nonneg _) hnum (by linarith) hgap
```

## Two-level examples

On $\mathbb C^2$, let $P$ project onto the first basis vector, and take $b=12$:

$$F=\begin{pmatrix}3&4\\4&-3\end{pmatrix},\qquad F_b=\begin{pmatrix}3&4\\4&9\end{pmatrix}.$$

The eigenvalues of $F$ are $\pm5$, so $\|F\|=5$. The gap moves from $-6$ to $6$, above the bound $12-10=2$, and the mixing ratio is $4/6\le5/2$. The coupling $4$ shows that the occupied space is invariant under neither matrix.

With the same $P$, $G=\mathrm{diag}(1,-1)$ does leave it invariant, since $GPz=2P^2z-Pz=Pz$. This provides a concrete case for the hypotheses on $F$ and $P$ used above.

```lean
/-- On `ℂ²` the projector `P` onto the first basis vector is orthogonal, fixes that vector
and annihilates the second; `2P - 1` is Hermitian and leaves the range of `P` invariant. -/
theorem levelShift_witness :
    let e : Fin 2 → EuclideanSpace ℂ (Fin 2) := fun i => EuclideanSpace.single i 1
    let P := orbitalProjector (e 0)
    IsOrthProjector P ∧ P (e 0) = e 0 ∧ P (e 1) = 0 ∧
      IsHermitianOp (invertedFock P) ∧ OccInvariant P (invertedFock P) := by
  intro e P
  have ne : ∀ i, ‖e i‖ = 1 := fun i => by simp [e]
  have happ : ∀ z, P z = (inner ℂ (e 0) z : ℂ) • e 0 := fun _ => rfl
  have h0 : P (e 0) = e 0 := by
    rw [happ, inner_self_eq_norm_sq_to_K, ne]
    simp
  have h1 : P (e 1) = 0 := by
    have h : (inner ℂ (e 0) (e 1) : ℂ) = 0 := by
      simp [e, EuclideanSpace.inner_single_left]
    rw [happ, h, zero_smul]
  have hP : IsOrthProjector P := by
    constructor
    · intro z
      rw [happ z, map_smul, h0]
    · intro z w
      rw [happ z, happ w, inner_smul_left, inner_smul_right, inner_conj_symm, mul_comm]
  refine ⟨hP, h0, h1, (gap_bound_sharp hP 0 h0 h1 (ne 0) (ne 1)).1, ?_⟩
  rintro x ⟨z, rfl⟩
  refine ⟨z, ?_⟩
  change P z = (2 : ℂ) • P (P z) - P z
  rw [hP.idem]
  module

end

end LevelShifting
```

```lean
#print axioms LevelShifting.levelShift_main
#print axioms LevelShifting.gap_bound_sharp
#print axioms LevelShifting.shifted_aufbau
#print axioms LevelShifting.rotation_bound
```

```
'LevelShifting.levelShift_main' depends on axioms: [propext, Classical.choice, Quot.sound]
'LevelShifting.gap_bound_sharp' depends on axioms: [propext, Classical.choice, Quot.sound]
'LevelShifting.shifted_aufbau' depends on axioms: [propext, Classical.choice, Quot.sound]
'LevelShifting.rotation_bound' depends on axioms: [propext, Classical.choice, Quot.sound]
```
